# Multiplying by a local potential on a finite periodic grid cyclically convolves the plane-wave coefficients

The theorem `fft_apply_potential` concerns a potential and a wavefunction given by plane-wave coefficients `V` and `c` on a finite periodic grid with `N` points in each of `d` directions. If both are synthesised on the grid, multiplied point by point and analysed back, the coefficient at `G` is `∑ G', V (G - G') * c G'`, with wave vectors taken modulo `N`. The phases are powers of a primitive `N`-th root of unity `w` in a field `K`. Synthesis is a plain sum and analysis carries the whole factor `1/N^d`, which is why the convolution has no prefactor. The attempt tries to show that the product on the grid is the synthesis of this convolution, by rearranging double sums and shifting an index, and then to apply `analyze_synthesize`.

This version doesn't compile in Lean 4 with Mathlib:

```lean
import Mathlib

open scoped Matrix

namespace PlaneWaveFFT

noncomputable section

variable {K : Type*} [Field K] {d N : ℕ} [NeZero N] {w : K}

/-- The phase factor `w ^ a` for an exponent `a` taken modulo `N`. -/
def phase (w : K) (a : ZMod N) : K := w ^ a.val

/-- Synthesis: the values on the real-space grid of the plane-wave sum with coefficients `c`. -/
def synthesize (w : K) (c : (Fin d → ZMod N) → K) (x : Fin d → ZMod N) : K :=
  ∑ G, c G * phase w (G ⬝ᵥ x)

/-- Analysis: the plane-wave coefficients of a function `f` given on the real-space grid. -/
def analyze (w : K) (f : (Fin d → ZMod N) → K) (G : Fin d → ZMod N) : K :=
  ((N : K) ^ d)⁻¹ * ∑ x, f x * phase w (-(G ⬝ᵥ x))

/-- Phase factors multiply when their exponents are added. -/
theorem phase_add (hw : IsPrimitiveRoot w N) (a b : ZMod N) :
    phase w (a + b) = phase w a * phase w b := by
  simp only [phase]
  rw [ZMod.val_add, ← pow_eq_pow_mod _ hw.pow_eq_one, pow_add]

/-- Orthogonality of plane waves: the sum of a plane wave over the grid is the number of
grid points if its wave vector is zero, and vanishes otherwise. -/
theorem sum_phase (hw : IsPrimitiveRoot w N) (G : Fin d → ZMod N) :
    ∑ x : Fin d → ZMod N, phase w (G ⬝ᵥ x) = if G = 0 then (N : K) ^ d else 0 := by
  split_ifs with h
  · subst h
    simp [phase]
  · obtain ⟨i, hi⟩ := Function.ne_iff.mp h
    -- a shift by one grid step multiplies the sum by a phase different from one
    obtain ⟨e, he⟩ : ∃ e : Fin d → ZMod N, G ⬝ᵥ e = G i :=
      ⟨Pi.single i 1, by rw [dotProduct_single, mul_one]⟩
    have hshift := Equiv.sum_comp (Equiv.addRight e) (fun x => phase w (G ⬝ᵥ x))
    simp only [Equiv.coe_addRight, dotProduct_add, he, phase_add hw] at hshift
    rw [← Finset.sum_mul] at hshift
    have hne : phase w (G i) - 1 ≠ 0 := by
      intro h1
      have h2 : w ^ (G i).val = 1 := sub_eq_zero.mp h1
      have h3 := Nat.eq_zero_of_dvd_of_lt ((hw.pow_eq_one_iff_dvd _).1 h2) (ZMod.val_lt (G i))
      exact hi ((ZMod.val_eq_zero (G i)).1 h3)
    have hz : (phase w (G i) - 1) * ∑ x : Fin d → ZMod N, phase w (G ⬝ᵥ x) = 0 := by
      linear_combination hshift
    exact (mul_eq_zero.mp hz).resolve_left hne

/-- The number of grid points is nonzero in the field. -/
theorem gridSize_ne_zero (hw : IsPrimitiveRoot w N) (d : ℕ) : (N : K) ^ d ≠ 0 := by
  have := hw.neZero'
  exact pow_ne_zero _ (NeZero.ne _)

/-- Analysis after synthesis returns the plane-wave coefficients. -/
theorem analyze_synthesize (hw : IsPrimitiveRoot w N) (c : (Fin d → ZMod N) → K) :
    analyze w (synthesize w c) = c := by
  funext G
  have h : ∑ x, synthesize w c x * phase w (-(G ⬝ᵥ x)) = (N : K) ^ d * c G := by
    calc _ = ∑ G', c G' * ∑ x, phase w ((G' - G) ⬝ᵥ x) := by
          simp only [synthesize, Finset.sum_mul, Finset.mul_sum]
          rw [Finset.sum_comm]
          refine Finset.sum_congr rfl fun G' _ => Finset.sum_congr rfl fun x _ => ?_
          rw [sub_dotProduct, sub_eq_add_neg, phase_add hw, mul_assoc]
      _ = _ := by
          simp only [sum_phase hw, sub_eq_zero, mul_ite, mul_zero, Finset.sum_ite_eq',
            Finset.mem_univ, if_true]
          ring
  simp only [analyze, h]
  rw [inv_mul_cancel_left₀ (gridSize_ne_zero hw d)]

/-- Multiplying by the potential point by point on the real-space grid and transforming back
gives the cyclic convolution of the plane-wave coefficients. -/
theorem fft_apply_potential (hw : IsPrimitiveRoot w N) (V c : (Fin d → ZMod N) → K)
    (G : Fin d → ZMod N) :
    analyze w (fun x => synthesize w V x * synthesize w c x) G
      = ∑ G', V (G - G') * c G' := by
  have h : (fun x => synthesize w V x * synthesize w c x)
      = synthesize w (fun G => ∑ G', V (G - G') * c G') := by
    funext x
    simp only [synthesize, Finset.sum_mul]
    rw [Finset.sum_comm, Finset.sum_mul_sum, Finset.sum_comm]
    refine Finset.sum_congr rfl fun G' _ => ?_
    -- shift the summation index by `G'`
    rw [← Equiv.sum_comp (Equiv.addRight G')
      (fun G => V (G - G') * c G' * phase w (G ⬝ᵥ x))]
    refine Finset.sum_congr rfl fun Q _ => ?_
    simp only [Equiv.coe_addRight, add_sub_cancel_right, add_dotProduct, phase_add hw]
    ring
  rw [h, analyze_synthesize hw]

end

end PlaneWaveFFT
```

Lean reports:

```
Main.lean:83:25: error: Tactic `rewrite` failed: Did not find an occurrence of the pattern
  (∑ i ∈ ?s, ?f i) * ∑ j ∈ ?t, ?g j
in the target expression
  ∑ i, V i * phase w (i ⬝ᵥ x) * ∑ G, c G * phase w (G ⬝ᵥ x) = ∑ y, ∑ x_1, V (x_1 - y) * c y * phase w (x_1 ⬝ᵥ x)

K : Type u_1
inst✝¹ : Field K
d N : ℕ
inst✝ : NeZero N
w : K
hw : IsPrimitiveRoot w N
V c : (Fin d → ZMod N) → K
G x : Fin d → ZMod N
⊢ ∑ i, V i * phase w (i ⬝ᵥ x) * ∑ G, c G * phase w (G ⬝ᵥ x) = ∑ y, ∑ x_1, V (x_1 - y) * c y * phase w (x_1 ⬝ᵥ x)
```

Fix (accepted with no message):

```diff
@@ -81,9 +81,11 @@
     funext x
     simp only [synthesize, Finset.sum_mul]
-    rw [Finset.sum_comm, Finset.sum_mul_sum, Finset.sum_comm]
+    rw [Finset.sum_comm]
+    simp only [Finset.mul_sum]
+    refine Finset.sum_comm.trans ?_
     refine Finset.sum_congr rfl fun G' _ => ?_
     -- shift the summation index by `G'`
-    rw [← Equiv.sum_comp (Equiv.addRight G')
-      (fun G => V (G - G') * c G' * phase w (G ⬝ᵥ x))]
+    refine Eq.trans ?_ (Equiv.sum_comp (Equiv.addRight G')
+      (fun G => V (G - G') * c G' * phase w (G ⬝ᵥ x)))
     refine Finset.sum_congr rfl fun Q _ => ?_
     simp only [Equiv.coe_addRight, add_sub_cancel_right, add_dotProduct, phase_add hw]
```

The message says that `rw` found no product of two sums, which `Finset.sum_mul_sum` needs. There had been one on the left, but the preceding `simp only` with `Finset.sum_mul` had already moved the second sum inside the first. What remained was a single sum whose terms each contain a sum as a factor. The first `Finset.sum_comm` had succeeded, but on the right side, where there was a double sum to swap.

The repair keeps that swap and replaces `Finset.sum_mul_sum` by `Finset.mul_sum`, which moves the remaining factor into the inner sum and so makes the left side a double sum too. `Finset.sum_comm.trans` then swaps the left side, so that both outer sums run over the index of `c` and `Finset.sum_congr` can compare them term by term.

The change from `rw` to `Eq.trans` round `Equiv.sum_comp` makes the same index shift on the right side. No message calls for it, and as far as the code shows it is mere tidying.
